# A square-root bound on property errors above a gapped ground state

A spectral gap can be stated through eigenvalues or through energies of states. Here it is an energy condition: $H$ is a bounded symmetric operator on a complex inner product space, $\varphi$ is a unit vector with $H\varphi=E_0\varphi$, and for some $g>0$

$$\langle v,Hv\rangle\ge(E_0+g)\|v\|^2\quad\text{whenever }\langle\varphi,v\rangle=0 .$$

This form needs no spectral theorem and allows infinite dimension. In finite dimension it follows from the textbook condition that $E_0$ is a simple eigenvalue and all others are at least $E_0+g$.

For every unit vector $\psi$ with energy $E=\langle\psi,H\psi\rangle$ and every bounded operator $A$ with operator norm $\|A\|$, the claim is

$$|\langle\psi,A\psi\rangle-\langle\varphi,A\varphi\rangle|\le2\|A\|\sqrt{(E-E_0)/g}.$$

For a variational calculation with a finite-basis Hamiltonian, this turns an upper bound on the energy error into a guarantee for other properties, provided that a lower bound on the gap is known. Both errors are measured against the exact ground state of that finite-basis Hamiltonian, so the error due to the basis itself is not covered.

## From energy error to overlap to property error

Let $c=\langle\varphi,\psi\rangle$ and $\chi=\psi-c\varphi$. Then $\langle\varphi,\chi\rangle=0$ and $\|\chi\|^2=1-|c|^2$. Since $\langle\varphi,H\psi\rangle=E_0c$,

$$\langle\chi,H\chi\rangle=E-2E_0|c|^2+E_0|c|^2=E-E_0|c|^2 .$$

The gap condition gives $(E_0+g)(1-|c|^2)\le E-E_0|c|^2$, hence

$$g(1-|c|^2)\le E-E_0 .$$

Now write $c=|c|u$ with $|u|=1$, and set $\varphi'=u\varphi$. This leaves the expectation value of $A$ unchanged and makes $\langle\varphi',\psi\rangle=|c|$ real. Therefore $\|\varphi'\mp\psi\|^2=2\mp2|c|$, and the two norms multiply to $2\sqrt{1-|c|^2}$. Expanding the right-hand side confirms the polarization identity

$$2\bigl(\langle\varphi',A\varphi'\rangle-\langle\psi,A\psi\rangle\bigr)=\langle\varphi'-\psi,A(\varphi'+\psi)\rangle+\langle\varphi'+\psi,A(\varphi'-\psi)\rangle .$$

By Cauchy–Schwarz each term on the right is at most $2\|A\|\sqrt{1-|c|^2}$ in modulus. The property error is thus at most $2\|A\|\sqrt{1-|c|^2}$, and the overlap bound completes the derivation.

## The gap condition in Lean

```lean
import Mathlib

open scoped ComplexConjugate
open Matrix

namespace PropertyErrorFromEnergy

noncomputable section

variable {V : Type*} [NormedAddCommGroup V] [InnerProductSpace ℂ V]
```

The inner product is conjugate-linear in its first argument. Expectation values are complex, because $A$ need not be Hermitian.

```lean
/-- The expectation value `⟨ψ, A ψ⟩` of an operator `A` in the state `ψ`. -/
def expect (A : V →L[ℂ] V) (ψ : V) : ℂ := inner ℂ ψ (A ψ)
```

The fields of `IsGappedGround` are the hypotheses above. Energies appear as real parts; for symmetric $H$ the imaginary part vanishes. Boundedness excludes the usual unbounded Hamiltonians of continuum quantum mechanics.

```lean
/-- `φ` is a unit eigenvector of the symmetric Hamiltonian `H` with energy `E₀`, and every
state orthogonal to `φ` has energy at least `E₀ + g`, with `g > 0`. -/
structure IsGappedGround (H : V →L[ℂ] V) (φ : V) (E₀ g : ℝ) : Prop where
  symm : ∀ x y, inner ℂ (H x) y = inner ℂ x (H y)
  unit : ‖φ‖ = 1
  eigen : H φ = (E₀ : ℂ) • φ
  pos : 0 < g
  gap : ∀ v, inner ℂ φ v = 0 → (E₀ + g) * ‖v‖ ^ 2 ≤ (expect H v).re
```

To derive `gap` from eigenvalues, expand $v\perp\varphi$ in an orthonormal eigenbasis $b_i$ with eigenvalues $\varepsilon_i$:

$$\langle v,Hv\rangle=\sum_i\varepsilon_i|\langle b_i,v\rangle|^2,\qquad\|v\|^2=\sum_i|\langle b_i,v\rangle|^2 .$$

If $\varepsilon_i=E_0$, simplicity makes $b_i$ a multiple of $\varphi$, so its term vanishes. Every other $\varepsilon_i$ is at least $E_0+g$. The proof compares the sums term by term with `Finset.sum_le_sum`.

```lean
/-- In finite dimension, a symmetric `H` whose eigenvalue `E₀` is simple with unit eigenvector
`φ`, and whose other eigenvalues are at least `E₀ + g` with `g > 0`, has `φ` as gapped
ground state. -/
theorem isGappedGround_of_eigenvalues [FiniteDimensional ℂ V] {H : V →L[ℂ] V} {φ : V}
    {E₀ g : ℝ} (symm : ∀ x y, inner ℂ (H x) y = inner ℂ x (H y)) (unit : ‖φ‖ = 1)
    (eigen : H φ = (E₀ : ℂ) • φ) (pos : 0 < g)
    (simple : ∀ v, H v = (E₀ : ℂ) • v → ∃ c : ℂ, v = c • φ)
    (others : ∀ (μ : ℝ) (v : V), v ≠ 0 → H v = (μ : ℂ) • v → μ ≠ E₀ → E₀ + g ≤ μ) :
    IsGappedGround H φ E₀ g := by
  refine ⟨symm, unit, eigen, pos, fun v hv => ?_⟩
  have hs : (H : V →ₗ[ℂ] V).IsSymmetric := symm
  obtain ⟨b, ev, hb⟩ : ∃ (b : OrthonormalBasis (Fin (Module.finrank ℂ V)) ℂ V)
      (ev : Fin (Module.finrank ℂ V) → ℝ), ∀ i, H (b i) = (ev i : ℂ) • b i :=
    ⟨hs.eigenvectorBasis rfl, hs.eigenvalues rfl, fun i => hs.apply_eigenvectorBasis rfl i⟩
  -- expand energy and norm in the eigenbasis
  have hE : (expect H v).re = ∑ i, ev i * ‖inner ℂ (b i) v‖ ^ 2 := by
    rw [expect, ← b.sum_inner_mul_inner v (H v), Complex.re_sum]
    refine Finset.sum_congr rfl fun i _ => ?_
    rw [← symm (b i) v, hb i, inner_smul_left, ← inner_conj_symm v (b i),
      Complex.sq_norm, Complex.normSq_apply]
    simp only [Complex.mul_re, Complex.mul_im, Complex.conj_re, Complex.conj_im,
      Complex.ofReal_re, Complex.ofReal_im]
    ring
  have hN : ‖v‖ ^ 2 = ∑ i, ‖inner ℂ (b i) v‖ ^ 2 := by
    have hre : (inner ℂ v v).re = ‖v‖ ^ 2 := inner_self_eq_norm_sq (𝕜 := ℂ) v
    rw [← hre, ← b.sum_inner_mul_inner v v, Complex.re_sum]
    refine Finset.sum_congr rfl fun i _ => ?_
    rw [← inner_conj_symm v (b i), Complex.sq_norm, Complex.normSq_apply]
    simp only [Complex.mul_re, Complex.conj_re, Complex.conj_im]
    ring
  rw [hE, hN, Finset.mul_sum]
  refine Finset.sum_le_sum fun i _ => ?_
  by_cases hi : ev i = E₀
  · obtain ⟨c, hc⟩ := simple (b i) (by rw [hb i, hi])
    have h0 : inner ℂ (b i) v = 0 := by rw [hc, inner_smul_left, hv, mul_zero]
    simp [h0]
  · exact mul_le_mul_of_nonneg_right
      (others (ev i) (b i) (b.orthonormal.ne_zero i) (hb i) hi) (by positivity)
```

## The bound and the choice of phase

In the overlap estimate, `h0`, `e1` and `e2` record the orthogonality, energy and squared norm of $\chi$; `hgap` applies the gap condition.

```lean
/-- The weight of a unit trial state outside the gapped ground state, times the gap, is at most
the energy error. -/
theorem infidelity_le {H : V →L[ℂ] V} {φ ψ : V} {E₀ g : ℝ} (h : IsGappedGround H φ E₀ g)
    (hψ : ‖ψ‖ = 1) : g * (1 - ‖inner ℂ φ ψ‖ ^ 2) ≤ (expect H ψ).re - E₀ := by
  obtain ⟨c, hc⟩ : ∃ c : ℂ, inner ℂ φ ψ = c := ⟨_, rfl⟩
  have hφφ : inner ℂ φ φ = (1 : ℂ) := by
    rw [inner_self_eq_norm_sq_to_K, h.unit]; simp
  have hψψ : inner ℂ ψ ψ = (1 : ℂ) := by
    rw [inner_self_eq_norm_sq_to_K, hψ]; simp
  have hψφ : inner ℂ ψ φ = conj c := by rw [← hc, inner_conj_symm]
  have hφH : inner ℂ φ (H ψ) = (E₀ : ℂ) * c := by
    rw [← h.symm, h.eigen, inner_smul_left, Complex.conj_ofReal, hc]
  -- the component of the trial state orthogonal to the ground state
  have h0 : inner ℂ φ (ψ - c • φ) = 0 := by
    rw [inner_sub_right, inner_smul_right, hφφ, hc]; ring
  have e1 : expect H (ψ - c • φ) = expect H ψ - (E₀ : ℂ) * (c * conj c) := by
    simp only [expect, map_sub, map_smul, inner_sub_left, inner_sub_right, inner_smul_left,
      inner_smul_right, h.eigen, hφH, hψφ, hφφ]
    ring
  have e2 : inner ℂ (ψ - c • φ) (ψ - c • φ) = 1 - c * conj c := by
    simp only [inner_sub_left, inner_sub_right, inner_smul_left, inner_smul_right,
      hψφ, hφφ, hψψ, hc]
    ring
  have hre : (inner ℂ (ψ - c • φ) (ψ - c • φ)).re = ‖ψ - c • φ‖ ^ 2 :=
    inner_self_eq_norm_sq (𝕜 := ℂ) _
  have hgap := h.gap _ h0
  rw [← hre, e1, e2, Complex.mul_conj, Complex.normSq_eq_norm_sq] at hgap
  simp only [Complex.sub_re, Complex.one_re, Complex.re_ofReal_mul, Complex.ofReal_re] at hgap
  rw [hc]
  linarith
```

The next lemma involves no Hamiltonian. Its central device is the existential statement that yields `u`. Dividing $c$ by $|c|$ would require a separate case for orthogonal states. Mathlib's `Complex.norm_mul_exp_arg_mul_I` instead supplies $|c|e^{i\arg c}=c$ for every $c$, including zero. Once `obtain` has hidden the exponential, only $|u|=1$ and $|c|u=c$ remain, and `linear_combination` derives $\bar uc=|c|$ from them by algebra. Then `hd` and `hp` give the two squared norms, `hpol` is polarization, and `key` is the Cauchy–Schwarz estimate.

```lean
/-- Expectation values of a bounded operator in two unit states differ by at most
`2 ‖A‖ √(1 - |⟨φ, ψ⟩|²)`. -/
theorem expect_sub_le (A : V →L[ℂ] V) {φ ψ : V} (hφ : ‖φ‖ = 1) (hψ : ‖ψ‖ = 1) :
    ‖expect A ψ - expect A φ‖ ≤ 2 * ‖A‖ * √(1 - ‖inner ℂ φ ψ‖ ^ 2) := by
  obtain ⟨c, hc⟩ : ∃ c : ℂ, inner ℂ φ ψ = c := ⟨_, rfl⟩
  -- a phase `u` that makes the overlap real
  obtain ⟨u, hu, h2⟩ : ∃ u : ℂ, ‖u‖ = 1 ∧ (‖c‖ : ℂ) * u = c :=
    ⟨_, Complex.norm_exp_ofReal_mul_I c.arg, Complex.norm_mul_exp_arg_mul_I c⟩
  have h1 : conj u * u = 1 := by
    rw [mul_comm, Complex.mul_conj, Complex.normSq_eq_norm_sq, hu]; norm_num
  have huc : conj u * c = (‖c‖ : ℂ) := by
    linear_combination (‖c‖ : ℂ) * h1 - conj u * h2
  have hA : expect A (u • φ) = expect A φ := by
    simp only [expect, map_smul, inner_smul_left, inner_smul_right]
    linear_combination inner ℂ φ (A φ) * h1
  have hn : ‖u • φ‖ = 1 := by rw [norm_smul, hu, hφ, one_mul]
  have hr : RCLike.re (inner ℂ (u • φ) ψ) = ‖c‖ := by
    rw [inner_smul_left, hc, huc]; exact Complex.ofReal_re _
  have hd : ‖u • φ - ψ‖ ^ 2 = 2 - 2 * ‖c‖ := by
    rw [norm_sub_sq (𝕜 := ℂ), hr, hn, hψ]; ring
  have hp : ‖u • φ + ψ‖ ^ 2 = 2 + 2 * ‖c‖ := by
    rw [norm_add_sq (𝕜 := ℂ), hr, hn, hψ]; ring
  have hs : ‖u • φ - ψ‖ * ‖u • φ + ψ‖ / 2 ≤ √(1 - ‖c‖ ^ 2) := by
    refine (le_abs_self _).trans (Real.abs_le_sqrt (le_of_eq ?_))
    rw [div_pow, mul_pow, hd, hp]; ring
  have key : ∀ x y : V, ‖inner ℂ x (A y)‖ ≤ ‖A‖ * (‖x‖ * ‖y‖) := fun x y =>
    calc ‖inner ℂ x (A y)‖ ≤ ‖x‖ * ‖A y‖ := norm_inner_le_norm _ _
      _ ≤ ‖x‖ * (‖A‖ * ‖y‖) := mul_le_mul_of_nonneg_left (A.le_opNorm y) (norm_nonneg x)
      _ = ‖A‖ * (‖x‖ * ‖y‖) := by ring
  -- polarization
  have hpol : 2 * (expect A (u • φ) - expect A ψ) =
      inner ℂ (u • φ - ψ) (A (u • φ + ψ)) + inner ℂ (u • φ + ψ) (A (u • φ - ψ)) := by
    simp only [expect, map_add, map_sub, inner_add_left, inner_add_right, inner_sub_left,
      inner_sub_right]
    ring
  have h3 := norm_add_le (inner ℂ (u • φ - ψ) (A (u • φ + ψ)))
    (inner ℂ (u • φ + ψ) (A (u • φ - ψ)))
  rw [← hpol, norm_mul, Complex.norm_two, hA] at h3
  have h4 := mul_le_mul_of_nonneg_left hs (norm_nonneg A)
  rw [norm_sub_rev, hc]
  linarith [key (u • φ - ψ) (u • φ + ψ), key (u • φ + ψ) (u • φ - ψ)]
```

Monotonicity of the square root joins the two estimates.

```lean
/-- For a Hamiltonian with gapped ground state `φ`, the error of any bounded property `A` in a
unit trial state is at most `2 ‖A‖` times the square root of the energy error over the gap. -/
theorem property_error_le {H : V →L[ℂ] V} {φ ψ : V} {E₀ g : ℝ}
    (h : IsGappedGround H φ E₀ g) (hψ : ‖ψ‖ = 1) (A : V →L[ℂ] V) :
    ‖expect A ψ - expect A φ‖ ≤ 2 * ‖A‖ * √(((expect H ψ).re - E₀) / g) := by
  refine (expect_sub_le A h.unit hψ).trans
    (mul_le_mul_of_nonneg_left (Real.sqrt_le_sqrt ?_) (by positivity))
  rw [le_div_iff₀ h.pos]
  linarith [infidelity_le h hψ]
```

## Two-level states that show the square root

Take $H=\mathrm{diag}(0,g)$, $\varphi=(1,0)$ and $\psi=(c,s)$, where $c,s$ are now real amplitudes with $c^2+s^2=1$. The following definitions describe real symmetric observables and these states.

```lean
/-- The two-level observable with real matrix rows `(a, b)` and `(b, d)`. -/
def obs (a b d : ℝ) : EuclideanSpace ℂ (Fin 2) →L[ℂ] EuclideanSpace ℂ (Fin 2) :=
  Matrix.toEuclideanCLM (n := Fin 2) (𝕜 := ℂ) !![(a : ℂ), (b : ℂ); (b : ℂ), (d : ℂ)]

/-- The two-level state with real amplitudes `c` and `s`. -/
def trial (c s : ℝ) : EuclideanSpace ℂ (Fin 2) := !₂[(c : ℂ), (s : ℂ)]
```

Matrix multiplication gives the expectation value $ac^2+2bcs+ds^2$.

```lean
/-- The components of a two-level observable applied to a state. -/
theorem obs_apply (a b d : ℝ) (v : EuclideanSpace ℂ (Fin 2)) :
    obs a b d v 0 = a * v 0 + b * v 1 ∧ obs a b d v 1 = b * v 0 + d * v 1 := by
  have key : ∀ i, obs a b d v i =
      (!![(a : ℂ), (b : ℂ); (b : ℂ), (d : ℂ)] *ᵥ v.ofLp) i := fun _ => rfl
  constructor <;> simp [key, Matrix.mulVec, dotProduct, Fin.sum_univ_two]

/-- The expectation value of a two-level observable in the state with amplitudes `c`, `s`. -/
theorem expect_trial (a b d c s : ℝ) :
    expect (obs a b d) (trial c s) = ((a * c ^ 2 + 2 * b * c * s + d * s ^ 2 : ℝ) : ℂ) := by
  simp [expect, PiLp.inner_apply, Fin.sum_univ_two, obs_apply, trial]
  ring
```

A vector orthogonal to $\varphi$ has only a second component, so its energy is exactly $g\|v\|^2$.

```lean
/-- The two-level Hamiltonian with energies `0` and `g > 0` has the first basis state as gapped
ground state. -/
theorem isGappedGround_witness {g : ℝ} (hg : 0 < g) :
    IsGappedGround (obs 0 0 g) (trial 1 0) 0 g where
  symm x y := by
    simp only [PiLp.inner_apply, Fin.sum_univ_two, obs_apply, RCLike.inner_apply, map_add,
      map_mul, Complex.conj_ofReal]
    ring
  unit := by
    have h : ‖trial 1 0‖ ^ 2 = 1 := by
      simp [EuclideanSpace.norm_sq_eq, trial, Fin.sum_univ_two]
    exact (pow_eq_one_iff_of_nonneg (norm_nonneg _) two_ne_zero).1 h
  eigen := by
    ext i
    fin_cases i <;> simp [obs_apply, trial]
  pos := hg
  gap v hv := by
    have h0 : v 0 = 0 := by
      simpa [trial, PiLp.inner_apply, Fin.sum_univ_two] using hv
    apply le_of_eq
    simp only [expect, PiLp.inner_apply, Fin.sum_univ_two, obs_apply, RCLike.inner_apply,
      EuclideanSpace.norm_sq_eq, h0, Complex.sq_norm, Complex.normSq_apply, Complex.add_re,
      Complex.add_im, Complex.mul_re, Complex.mul_im, Complex.conj_re, Complex.conj_im,
      Complex.ofReal_re, Complex.ofReal_im, Complex.zero_re, Complex.zero_im]
    ring
```

Here $E/g=s^2$. The observable with rows $(-s,c)$ and $(c,s)$ preserves norms and has expectation values $s$ in $\psi$ and $-s$ in $\varphi$. The error $2|s|$ equals the bound. In Lean, one inequality is the general theorem and the other uses $\|A\|\le1$.

```lean
/-- The bound is attained: for the two-level Hamiltonian with energies `0` and `g > 0` and ground
state `(1, 0)`, every normalized real trial state `(c, s)` gives equality for the observable with
rows `(-s, c)` and `(c, s)`. -/
theorem bound_attained {g c s : ℝ} (hg : 0 < g) (h : c ^ 2 + s ^ 2 = 1) :
    ‖expect (obs (-s) c s) (trial c s) - expect (obs (-s) c s) (trial 1 0)‖ =
      2 * ‖obs (-s) c s‖ * √((expect (obs 0 0 g) (trial c s)).re / g) := by
  have hu : ‖trial c s‖ = 1 := by
    have h' : ‖trial c s‖ ^ 2 = 1 := by
      simpa [EuclideanSpace.norm_sq_eq, trial, Fin.sum_univ_two] using h
    exact (pow_eq_one_iff_of_nonneg (norm_nonneg _) two_ne_zero).1 h'
  apply le_antisymm
  · simpa only [sub_zero] using
      property_error_le (isGappedGround_witness hg) hu (obs (-s) c s)
  -- the observable preserves norms, so its operator norm is at most one
  · have hA : ‖obs (-s) c s‖ ≤ 1 := by
      refine ContinuousLinearMap.opNorm_le_bound _ zero_le_one fun v => ?_
      rw [one_mul]
      refine (sq_le_sq₀ (norm_nonneg _) (norm_nonneg _)).1 (le_of_eq ?_)
      simp only [EuclideanSpace.norm_sq_eq, Fin.sum_univ_two, obs_apply, Complex.sq_norm,
        Complex.normSq_apply, Complex.add_re, Complex.add_im, Complex.mul_re, Complex.mul_im,
        Complex.ofReal_re, Complex.ofReal_im]
      linear_combination ((v 0).re ^ 2 + (v 0).im ^ 2 + (v 1).re ^ 2 + (v 1).im ^ 2) * h
    have hE : (expect (obs 0 0 g) (trial c s)).re / g = s ^ 2 := by
      rw [expect_trial, Complex.ofReal_re, div_eq_iff hg.ne']; ring
    have hD : expect (obs (-s) c s) (trial c s) - expect (obs (-s) c s) (trial 1 0) =
        ((2 * s : ℝ) : ℂ) := by
      rw [expect_trial, expect_trial, ← Complex.ofReal_sub]
      congr 1
      linear_combination s * h
    rw [hD, hE, Complex.norm_real, Real.norm_eq_abs, Real.sqrt_sq_eq_abs, abs_mul, abs_two]
    linarith [mul_le_mul_of_nonneg_right hA (abs_nonneg s)]
```

That observable changes with the trial state. For the fixed one with rows $(0,1)$ and $(1,0)$, the error is $2|cs|=2\sqrt{x(1-x)}$ with $x=E/g=s^2$. For small $x$ this behaves as $2\sqrt x$, so no bound linear in the energy error can hold for all observables.

```lean
/-- For the two-level Hamiltonian with energies `0` and `g > 0` and ground state `(1, 0)`, the error
of the fixed observable with rows `(0, 1)` and `(1, 0)` in a normalized real trial state is exactly
`2 √(x (1 - x))`, where `x` is the energy error over the gap `g`. -/
theorem fixed_observable_error {g c s x : ℝ} (hg : 0 < g) (h : c ^ 2 + s ^ 2 = 1)
    (hx : x = (expect (obs 0 0 g) (trial c s)).re / g) :
    ‖expect (obs 0 1 0) (trial c s) - expect (obs 0 1 0) (trial 1 0)‖ =
      2 * √(x * (1 - x)) := by
  have hE : x = s ^ 2 := by
    rw [hx, expect_trial, Complex.ofReal_re, div_eq_iff hg.ne']; ring
  have hD : expect (obs 0 1 0) (trial c s) - expect (obs 0 1 0) (trial 1 0) =
      ((2 * (s * c) : ℝ) : ℂ) := by
    rw [expect_trial, expect_trial, ← Complex.ofReal_sub]
    congr 1
    ring
  have hq : x * (1 - x) = (s * c) ^ 2 := by
    rw [hE]; linear_combination -s ^ 2 * h
  rw [hD, hq, Complex.norm_real, Real.norm_eq_abs, Real.sqrt_sq_eq_abs, abs_mul, abs_two]

end

end PropertyErrorFromEnergy
```

```lean
#print axioms PropertyErrorFromEnergy.isGappedGround_of_eigenvalues
#print axioms PropertyErrorFromEnergy.property_error_le
#print axioms PropertyErrorFromEnergy.bound_attained
#print axioms PropertyErrorFromEnergy.fixed_observable_error
```

```
'PropertyErrorFromEnergy.isGappedGround_of_eigenvalues' depends on axioms: [propext, Classical.choice, Quot.sound]
'PropertyErrorFromEnergy.property_error_le' depends on axioms: [propext, Classical.choice, Quot.sound]
'PropertyErrorFromEnergy.bound_attained' depends on axioms: [propext, Classical.choice, Quot.sound]
'PropertyErrorFromEnergy.fixed_observable_error' depends on axioms: [propext, Classical.choice, Quot.sound]
```
